# Parity of the secular determinant and the odd moments of chiral hopping matrices

In a Hückel calculation on an alternant hydrocarbon, with energies measured from the common on-site energy, it is enough to find the bonding levels: the antibonding ones are written down by changing the sign. The same symmetry shortens the expansion of the secular determinant, since every second coefficient is zero. Both steps rest on a sign operator \(S\) with \(S^2=1\) that anticommutes with the hopping matrix \(H\). From these two relations alone it follows that \(\det(x-H)\) is even or odd in \(x\) according to the number of sites, and that the trace of each odd power of \(H\) equals its own negative, which over the real or complex numbers makes it zero.

The entries of \(S\) and \(H\) may lie in any commutative ring \(R\). For a molecule, \(R\) is the real or complex numbers; a polynomial ring allows hoppings that are left as symbols. The finite type `n` labels the sites, and \(N\) stands for their number, `Fintype.card n`. The case \(N=0\) is allowed.

```lean
import Mathlib

open Polynomial

namespace SecularPairing

variable {n R : Type*} [Fintype n] [DecidableEq n] [CommRing R]
```

## The sublattice sign as a hypothesis

The two relations are

\[
S^2 = 1, \qquad SH = -HS .
\]

In the usual case \(S\) is diagonal with entries \(s_i=\pm1\), one sign for each sublattice. The second relation then reads \((s_i+s_j)H_{ij}=0\). Over the real or complex numbers this says that electrons hop only between sites of opposite sign and that all on-site energies are zero, that is, equal before the common value was subtracted.

`IsChiral S H` records the two relations as a hypothesis. The word chiral refers here to this symmetry, not to the handedness of a molecule. It doesn't require \(S\) to be diagonal or \(H\) to be Hermitian, and whether a given molecule has such an \(S\) must be settled separately.

```lean
/-- The sublattice sign operator `S` squares to one and anticommutes with the
hopping matrix `H`. -/
structure IsChiral (S H : Matrix n n R) : Prop where
  sq : S * S = 1
  anti : S * H = -(H * S)
```

The secular determinant at trial energy \(x\) is \(\det(x\cdot 1-H)\). This fixes the sign convention, and it assumes an orthonormal basis, in which the overlap matrix is the identity.

```lean
/-- The secular determinant `det (x - H)` at the trial energy `x`. -/
def secular (H : Matrix n n R) (x : R) : R :=
  Matrix.det (x • (1 : Matrix n n R) - H)
```

## Reflecting the energy

Multiply the anticommutation relation by \(S\) from the right:

\[
SHS = -(HS)S = -HS^2 = -H .
\]

The rewriting in `IsChiral.conj` uses the two hypotheses in this order.

```lean
/-- Conjugation by the sublattice sign operator reverses the sign of `H`. -/
theorem IsChiral.conj {S H : Matrix n n R} (h : IsChiral S H) : S * H * S = -H := by
  rw [h.anti, neg_mul, mul_assoc, h.sq, mul_one]
```

The identity part of \(x-H\) is unchanged by the same conjugation, since \(S\,x\,S=xS^2=x\). Hence

\[
S(x-H)S = x+H .
\]

Now take determinants. Since \((\det S)^2=\det(S^2)=1\),

\[
\det(x+H)=\det S\,\det(x-H)\,\det S=\det(x-H).
\]

Finally \(-x-H=-(x+H)\), and an overall minus sign contributes one factor \(-1\) for each of the \(N\) rows:

\[
\det(-x-H)=(-1)^N\det(x+H)=(-1)^N\det(x-H).
\]

In the proof, `hconj` is the conjugation, `hdet` is \((\det S)^2=1\), `hplus` is the equality of the two determinants and `hneg` extracts the overall sign. The call to `linear_combination` multiplies `hdet` by \(\det(x-H)\), which removes the two factors \(\det S\).

```lean
/-- Changing the sign of the trial energy multiplies the secular determinant of a chiral model by
`-1` to the power of the number of sites. -/
theorem secular_neg {S H : Matrix n n R} (h : IsChiral S H) (x : R) :
    secular H (-x) = (-1) ^ Fintype.card n * secular H x := by
  -- conjugation by `S` turns `x - H` into `x + H`
  have hconj : S * (x • (1 : Matrix n n R) - H) * S = x • (1 : Matrix n n R) + H := by
    rw [mul_sub, sub_mul, h.conj, Matrix.mul_smul, mul_one, Matrix.smul_mul, h.sq,
      sub_neg_eq_add]
  have hdet : S.det * S.det = 1 := by
    rw [← Matrix.det_mul, h.sq, Matrix.det_one]
  have hplus : (x • (1 : Matrix n n R) + H).det = (x • (1 : Matrix n n R) - H).det := by
    rw [← hconj, Matrix.det_mul, Matrix.det_mul]
    linear_combination (x • (1 : Matrix n n R) - H).det * hdet
  -- the overall sign contributes one factor `-1` per site
  have hneg : (-x) • (1 : Matrix n n R) - H = -(x • (1 : Matrix n n R) + H) := by
    rw [neg_smul]
    abel
  unfold secular
  rw [hneg, Matrix.det_neg, hplus]
```

## Odd moments

The moment \(\operatorname{tr}H^m\) is the sum over closed walks of \(m\) hops, each weighted by the product of its hoppings; a diagonal entry of \(H\) counts as a hop from a site to itself. Moving \(S\) through \(H^m\) produces one minus sign for each factor, so for odd \(m=2k+1\)

\[
SH^m=(-H)^mS=-H^mS .
\]

Insert \(S^2=1\) under the trace and use cyclicity:

\[
\operatorname{tr}H^m=\operatorname{tr}(S\,S\,H^m)=\operatorname{tr}(S\,H^m\,S)
=-\operatorname{tr}(H^m\,S\,S)=-\operatorname{tr}H^m .
\]

In Lean, `SemiconjBy S H (-H)` is the relation \(SH=(-H)S\), and `pow_right` extends it to powers. The two lines of the `calc` block are the cyclic step and the sign change.

```lean
/-- Every odd moment of a chiral hopping matrix equals its own negative. -/
theorem trace_odd_pow {S H : Matrix n n R} (h : IsChiral S H) (k : ℕ) :
    (H ^ (2 * k + 1)).trace = -(H ^ (2 * k + 1)).trace := by
  have hs : SemiconjBy S H (-H) := by
    rw [SemiconjBy, h.anti, neg_mul]
  have hp := hs.pow_right (2 * k + 1)
  rw [Odd.neg_pow ⟨k, rfl⟩] at hp
  -- insert `S * S = 1` under the trace and move one factor through
  calc (H ^ (2 * k + 1)).trace = (S * H ^ (2 * k + 1) * S).trace := by
        rw [Matrix.trace_mul_comm (S * H ^ (2 * k + 1)) S, ← mul_assoc, h.sq, one_mul]
    _ = -(H ^ (2 * k + 1)).trace := by
        rw [hp.eq, neg_mul, neg_mul, mul_assoc, h.sq, mul_one, Matrix.trace_neg]
```

The next theorem joins the two statements, with the determinants written out. In words: if \(S\) and \(H\) satisfy the two relations, then for every \(x\) in \(R\) the determinant at \(-x\) is \((-1)^N\) times the determinant at \(x\), and for every natural number \(k\) the trace of \(H^{2k+1}\) equals its own negative.

```lean
/-- For a chiral hopping matrix over a commutative ring, the secular determinant has the parity of
the number of sites, and each odd moment equals its own negative. -/
theorem pairing {S H : Matrix n n R} (h : IsChiral S H) :
    (∀ x : R, Matrix.det ((-x) • (1 : Matrix n n R) - H)
      = (-1) ^ Fintype.card n * Matrix.det (x • (1 : Matrix n n R) - H)) ∧
    ∀ k : ℕ, (H ^ (2 * k + 1)).trace = -(H ^ (2 * k + 1)).trace :=
  ⟨secular_neg h, trace_odd_pow h⟩
```

For a non-interacting electron on finitely many sites, this is the source of the symmetry of the Hückel spectrum about the on-site energy. The theorem concerns levels and moments. It says nothing about how the two orbitals of a pair are related, or about the uniform π charge of a neutral alternant hydrocarbon, both of which chemists usually count as part of the pairing theorem.

Neither hypothesis can simply be dropped, as one site with \(H=(1)\) over the integers shows. With \(S=(0)\) the matrices anticommute but \(S^2\neq1\); with \(S=(1)\) the square is right but the anticommutation fails. In either case the conclusions are false: \(\det(-x-H)=-x-1\), whereas \(-\det(x-H)=-x+1\), and the first moment is \(1\), not \(-1\). Physically, this is a single on-site energy with no partner of opposite sign.

The same argument by hand gives a neighbouring result. If \(S\) is merely invertible and \(SHS^{-1}=-H\), then \(S(x-H)S^{-1}=x+H\), the factors \(\det S\) and \(\det S^{-1}\) cancel, and the parity of the determinant follows as before. The moments follow too, from \(\operatorname{tr}(SH^mS^{-1})=\operatorname{tr}H^m\).

## From values to coefficients

The characteristic polynomial is \(p(X)=\det(X-H)\), with \(X\) an indeterminate. An identity between values at all \(x\) in \(R\) doesn't always give an identity between polynomials: over a finite field, different polynomials can take the same values everywhere. The determinant identity, however, holds over every commutative ring, and \(R[X]\) is one. Regard the entries of \(S\) and \(H\) as constant polynomials and take \(X\) itself as the trial energy. Then

\[
p(-X)=(-1)^N p(X).
\]

In the proof, `hC` checks that the two relations survive the passage to constant polynomials, and `hX` identifies \(p\) with the secular determinant at \(X\). The step `hcomp` says that substituting \(-X\) after taking the determinant gives the same result as substituting it in each entry first. Then `secular_neg` applies over \(R[X]\).

```lean
/-- Replacing the energy variable by its negative multiplies the characteristic polynomial of a
chiral model by `-1` to the power of the number of sites. -/
theorem charpoly_comp_neg {S H : Matrix n n R} (h : IsChiral S H) :
    H.charpoly.comp (-X) = C ((-1) ^ Fintype.card n) * H.charpoly := by
  -- regard the model as one over the polynomial ring, with trial energy `X`
  have hC : IsChiral ((C : R →+* R[X]).mapMatrix S) ((C : R →+* R[X]).mapMatrix H) :=
    ⟨by rw [← map_mul, h.sq, map_one], by rw [← map_mul, h.anti, map_neg, map_mul]⟩
  have hX : H.charpoly = secular ((C : R →+* R[X]).mapMatrix H) X := by
    rw [secular, Matrix.charpoly, Matrix.charmatrix, Matrix.scalar_apply,
      Matrix.smul_one_eq_diagonal]
  have hcomp : H.charpoly.comp (-X) = secular ((C : R →+* R[X]).mapMatrix H) (-X) := by
    rw [hX]
    change compRingHom (-X) (Matrix.det _) = Matrix.det _
    rw [RingHom.map_det]
    congr 1
    refine Matrix.ext fun i j => ?_
    by_cases hij : i = j <;> simp [hij]
  rw [hcomp, secular_neg hC, ← hX]
  simp
```

Let \(c_k\) be the coefficient of \(X^k\) in \(p\). Comparing coefficients gives

\[
(-1)^k c_k=(-1)^N c_k .
\]

Multiply by \((-1)^k\). If \(N+k\) is odd, then

\[
c_k=(-1)^{N+k}c_k=-c_k,\qquad\text{so}\qquad 2c_k=0 .
\]

Over the real or complex numbers, \(c_k\) itself is therefore zero, which is the saving in the expansion mentioned at the start. For odd \(N\) the case \(k=0\) gives \(\det H=0\), so at least one level lies at zero energy.

In the code, `hc` is the comparison of coefficients, while `h1` and `h2` evaluate the products of signs.

```lean
/-- Twice the coefficient of `x ^ k` in the characteristic polynomial is zero whenever
`k` and the number of sites have opposite parity. -/
theorem two_mul_coeff_eq_zero {S H : Matrix n n R} (h : IsChiral S H) {k : ℕ}
    (hk : Odd (Fintype.card n + k)) : 2 * H.charpoly.coeff k = 0 := by
  have hc := congrArg (fun p : R[X] => p.coeff k) (charpoly_comp_neg h)
  have hX : (-X : R[X]) = C (-1) * X := by simp
  simp only [hX, comp_C_mul_X_coeff, coeff_C_mul] at hc
  have h1 : (-1 : R) ^ Fintype.card n * (-1) ^ k = -1 := by
    rw [← pow_add, hk.neg_one_pow]
  have h2 : (-1 : R) ^ k * (-1) ^ k = 1 := by
    rw [← mul_pow]
    simp
  linear_combination (-1 : R) ^ k * hc - H.charpoly.coeff k * h2 + H.charpoly.coeff k * h1
```

## Equal multiplicities at \(E\) and \(-E\)

Let \(m\) be the multiplicity of \(a\) as a root of \(p\), that is, the largest \(m\) for which \((X-a)^m\) divides \(p\). Write \(p(X)=(X-a)^m q(X)\) and replace \(X\) by \(-X\):

\[
(-1)^N p(X)=p(-X)=(-X-a)^m q(-X)=(-1)^m (X+a)^m q(-X).
\]

Since \((-1)^N\) is its own inverse, \((X+a)^m\) divides \(p(X)\). The multiplicity of \(-a\) is therefore at least that of \(a\). Taking \(a=E\) and then \(a=-E\) gives the two inequalities that make the multiplicities equal.

The one-sided inequality is `key`. Within it, `hc` is the reflected factorisation, `hlin` says that \(X+a\) divides \(-X-a\), and `hu` removes the sign \((-1)^N\). The assumption `Nontrivial R` says that \(0\neq1\) in \(R\), which makes the characteristic polynomial nonzero.

```lean
/-- For every `E` in a nontrivial ring, `E` and `-E` have the same multiplicity (zero if not a root)
as roots of the characteristic polynomial of a chiral model. -/
theorem rootMultiplicity_neg [Nontrivial R] {S H : Matrix n n R} (h : IsChiral S H)
    (E : R) : H.charpoly.rootMultiplicity (-E) = H.charpoly.rootMultiplicity E := by
  have hp : H.charpoly ≠ 0 := H.charpoly_monic.ne_zero
  have key : ∀ a : R, H.charpoly.rootMultiplicity a ≤ H.charpoly.rootMultiplicity (-a) := by
    intro a
    rw [le_rootMultiplicity_iff hp]
    obtain ⟨q, hq⟩ := (le_rootMultiplicity_iff hp).1 (le_refl (H.charpoly.rootMultiplicity a))
    generalize H.charpoly.rootMultiplicity a = m at hq ⊢
    -- reflect the factorisation through zero energy
    have hc : H.charpoly.comp (-X) = (-X - C a) ^ m * q.comp (-X) := by
      rw [hq]
      simp
    have hlin : (X - C (-a)) ∣ (-X - C a) := ⟨-1, by rw [C_neg]; ring⟩
    have hd : (X - C (-a)) ^ m ∣ C ((-1) ^ Fintype.card n) * H.charpoly := by
      rw [← charpoly_comp_neg h, hc]
      exact dvd_mul_of_dvd_left (pow_dvd_pow_of_dvd hlin m) _
    have hu : H.charpoly = C ((-1) ^ Fintype.card n) *
        (C ((-1) ^ Fintype.card n) * H.charpoly) := by
      rw [← mul_assoc, ← C_mul, ← mul_pow]
      simp
    rw [hu]
    exact dvd_mul_of_dvd_right hd _
  refine le_antisymm ?_ (key E)
  have hE := key (-E)
  rwa [neg_neg] at hE
```

If \(E\) is not a level, both multiplicities are zero. For a Hermitian \(H\) over the complex numbers, algebraic multiplicity is the ordinary degeneracy of the level, so the \(E\) and \(-E\) levels of this finite one-electron model are equally degenerate.

## Why the moments need not vanish in every ring

Over the real or complex numbers, a quantity equal to its own negative is zero. In a nonzero ring where \(2=0\) this inference fails. Take one site over the field with two elements and set \(S=H=1\). Then \(S^2=1\), and \(SH=1=-1=-HS\), so both relations hold. Yet every power of \(H\) has trace \(1\).

The example has no direct physical meaning, but it shows that the general statement about moments can't be strengthened to say that they vanish.

```lean
/-- Over the field with two elements, the one-site model `S = H = 1` is chiral and
all its odd moments equal one. -/
theorem odd_moments_char_two :
    IsChiral (1 : Matrix (Fin 1) (Fin 1) (ZMod 2)) 1 ∧
    ∀ k : ℕ, ((1 : Matrix (Fin 1) (Fin 1) (ZMod 2)) ^ (2 * k + 1)).trace = 1 := by
  refine ⟨⟨by simp, by decide⟩, fun k => ?_⟩
  simp
```

## A three-site chain with unequal bonds

Consider an open chain of three sites with hoppings \(a\) and \(b\):

\[
H=\begin{pmatrix}0&a&0\\ a&0&b\\ 0&b&0\end{pmatrix},
\qquad
S=\begin{pmatrix}1&0&0\\ 0&-1&0\\ 0&0&1\end{pmatrix}.
\]

With \(a=b\) this is the Hückel model of the allyl radical. Lean numbers the sites 0, 1 and 2.

```lean
/-- The hopping matrix of an open three-site chain with bond hoppings `a` and `b`. -/
def chain (a b : R) : Matrix (Fin 3) (Fin 3) R :=
  !![0, a, 0; a, 0, b; 0, b, 0]
```

The square of \(S\) is the identity. Each nonzero entry of \(H\) joins the middle site to an end site, and these have opposite signs, so \(SH=-HS\). Expanding the determinant along the first row gives

\[
\det(x-H)=x(x^2-b^2)-a^2x=x^3-(a^2+b^2)x .
\]

Only odd powers of \(x\) appear, as the parity rule requires for three sites. For real hoppings the levels are \(0\) and \(\pm\sqrt{a^2+b^2}\).

The theorem checks the two matrix relations entry by entry and then evaluates the \(3\times3\) determinant. It holds for all \(a\), \(b\) and \(x\) in \(R\), including a broken bond with \(a=0\) or \(b=0\).

```lean
/-- The three-site chain is chiral with alternating site signs, and its secular
determinant is `x ^ 3 - (a ^ 2 + b ^ 2) * x`. -/
theorem chain_witness (a b x : R) :
    IsChiral !![1, 0, 0; 0, -1, 0; 0, 0, 1] (chain a b) ∧
    secular (chain a b) x = x ^ 3 - (a ^ 2 + b ^ 2) * x := by
  refine ⟨⟨?_, ?_⟩, ?_⟩
  · ext i j
    fin_cases i <;> fin_cases j <;> simp [Matrix.mul_apply, Fin.sum_univ_succ]
  · ext i j
    fin_cases i <;> fin_cases j <;> simp [chain, Matrix.mul_apply, Fin.sum_univ_succ]
  · simp [secular, chain, Matrix.det_fin_three]
    ring

end SecularPairing
```

```lean
#print axioms SecularPairing.pairing
#print axioms SecularPairing.two_mul_coeff_eq_zero
#print axioms SecularPairing.rootMultiplicity_neg
#print axioms SecularPairing.odd_moments_char_two
```

```
'SecularPairing.pairing' depends on axioms: [propext, Classical.choice, Quot.sound]
'SecularPairing.two_mul_coeff_eq_zero' depends on axioms: [propext, Classical.choice, Quot.sound]
'SecularPairing.rootMultiplicity_neg' depends on axioms: [propext, Classical.choice, Quot.sound]
'SecularPairing.odd_moments_char_two' depends on axioms: [propext, Classical.choice, Quot.sound]
```
